# Squared-size correlations of independent Gaussian harmonic modes

## Finding internal lines in a spectrum

Path-integral simulations can represent a quantum particle by a ring polymer: classical copies of the particle, joined in a ring by springs. To locate the polymer's internal vibrations, one can average the autocorrelation of its squared size against a cosine. For independent harmonic modes with Gaussian initial data, mode \(k\) of frequency \(W_k>0\) contributes a line at \(2W_k\). In this model, such lines come from the polymer's fictitious dynamics.

Let \(x_k,v_k\) be the position and velocity of mode \(k\), with \(\ddot x_k=-W_k^2x_k\). The squared size, measured about the centroid, is modelled by \(\sum_k x_k^2\), where \(k\) runs over the internal modes only. All initial values are independent centred Gaussians, with variances \(s_k^2\) for positions and \(s_k^2W_k^2\) for velocities. This ratio expresses equal mean kinetic and potential energy in each mode. Then

\[
\operatorname{Cov}\Big(\sum_k x_k(t_1)^2,\sum_k x_k(t_2)^2\Big)=\sum_k s_k^4\big[1+\cos 2W_k(t_2-t_1)\big].
\]

## From the motion to the covariance

For one mode, drop the index. The combinations

\[
A=Wx\cos Wt-v\sin Wt,\qquad B=Wx\sin Wt+v\cos Wt
\]

have zero derivative, so \(A=Wx(0)\) and \(B=v(0)\). Since \(A\cos Wt+B\sin Wt=Wx(t)\),

\[
x(t)=x(0)\cos Wt+\frac{v(0)}W\sin Wt.
\]

A centred Gaussian of variance \(u\) has generating function \(e^{uz^2/2}\), whose second and fourth derivatives at zero give the moments \(u\) and \(3u^2\). Let \(a,b\) be independent centred Gaussians of variances \(u,w\), and set \(X=\alpha a+\beta b\), \(Y=\gamma a+\delta b\). Terms odd in \(a\) and \(b\) average to zero, leaving

\[
\begin{aligned}
E[X^2Y^2]&=3\alpha^2\gamma^2u^2+3\beta^2\delta^2w^2\\
&\quad+(\alpha^2\delta^2+4\alpha\beta\gamma\delta+\beta^2\gamma^2)uw,\\
E[X^2]E[Y^2]&=(\alpha^2u+\beta^2w)(\gamma^2u+\delta^2w),\\
\operatorname{Cov}(X^2,Y^2)&=2(\alpha\gamma u+\beta\delta w)^2.
\end{aligned}
\]

For \(X=x(t_1)\) and \(Y=x(t_2)\), the last bracket is

\[
s^2(\cos Wt_1\cos Wt_2+\sin Wt_1\sin Wt_2)=s^2\cos W(t_2-t_1).
\]

Doubling its square gives \(s^4[1+\cos2W(t_2-t_1)]\). Different modes are independent, so their cross-covariances vanish and the sum follows.

## Extracting the frequencies

Write \(C(t)\) for the correlation between times \(0\) and \(t\). For \(\nu>0\),

\[
C(t)\cos2\nu t=\sum_k s_k^4\left[\cos2\nu t+\tfrac12\cos2(W_k-\nu)t+\tfrac12\cos2(W_k+\nu)t\right].
\]

The average of \(\cos ct\) over \([0,T]\) is \(\sin(cT)/(cT)\to0\) for \(c\ne0\), and \(1\) for \(c=0\). Hence

\[
\frac1T\int_0^T C(t)\cos(2\nu t)\,dt\longrightarrow\frac12\sum_{k:W_k=\nu}s_k^4.
\]

If every \(s_k\ne0\), the limit is positive exactly when \(\nu\) is a mode frequency. Degenerate modes share one line.

For a single mode, \(C(t)=s^4(1+\cos2Wt)\): it starts at \(2s^4\) and first vanishes at \(t=\pi/(2W)\).

## Reading the Lean statement

The finite type `ι` labels modes, and `Ω` with probability measure `μ` is the space of initial conditions. `ThermalModes` contains the equations of motion, the Gaussian laws and joint independence; `sizeCorrelation` is the covariance, and `lineStrength` is half the sum of \(s_k^4\) over the modes of frequency \(\nu\), which `size_spectrum` proves to be the limiting average for \(\nu>0\) and nonzero \(s_k\). Despite its name, `ThermalModes` does not impose a common temperature, which for equal mode masses would make \(s_k^2W_k^2\) the same for all modes. Frequencies are strictly positive. In the ring-polymer reading, `ι` leaves out the centroid mode, free or bound, because it describes the polymer's position and not its size. The normal modes are assumed, not derived from bead springs; anharmonic forces and thermostats are absent.

Defining `x` directly by its cosine–sine formula would describe the same motion. It would make the first proof step unnecessary, but put the solution of the dynamics into the assumptions.

```lean
import Mathlib

open MeasureTheory ProbabilityTheory Filter Topology

namespace RingPolymerSizeCorrelation

noncomputable section

variable {Ω ι : Type*} [MeasurableSpace Ω] [Fintype ι] {μ : Measure Ω}

/-- The observable `f` is integrable and has mean `m`. -/
def HasMean (μ : Measure Ω) (f : Ω → ℝ) (m : ℝ) : Prop :=
  Integrable f μ ∧ ∫ ω, f ω ∂μ = m

/-- Harmonic modes with positions `x`, velocities `v` and frequencies `W`, started from independent
centred Gaussians with position variances `s²` and velocity variances `(s W)²`. -/
structure ThermalModes (μ : Measure Ω) (s W : ι → ℝ) (x v : ι → ℝ → Ω → ℝ) : Prop where
  indep : iIndepFun (Sum.elim (fun k => x k 0) (fun k => v k 0)) μ
  position_law : ∀ k, HasLaw (x k 0) (gaussianReal 0 (s k ^ 2).toNNReal) μ
  velocity_law : ∀ k, HasLaw (v k 0) (gaussianReal 0 ((s k * W k) ^ 2).toNNReal) μ
  velocity : ∀ k t ω, HasDerivAt (fun τ => x k τ ω) (v k t ω) t
  force : ∀ k t ω, HasDerivAt (fun τ => v k τ ω) (-W k ^ 2 * x k t ω) t

/-- Covariance of the summed squared mode amplitudes at times `t₁` and `t₂`. -/
def sizeCorrelation (μ : Measure Ω) (x : ι → ℝ → Ω → ℝ) (t₁ t₂ : ℝ) : ℝ :=
  cov[fun ω => ∑ k, x k t₁ ω ^ 2, fun ω => ∑ k, x k t₂ ω ^ 2; μ]

/-- Half the sum of `s⁴` over the modes of frequency `ν`. -/
def lineStrength (s W : ι → ℝ) (ν : ℝ) : ℝ := ∑ k, if W k = ν then s k ^ 4 / 2 else 0

/-- A harmonic trajectory of nonzero frequency is fixed by its initial position and velocity. -/
theorem harmonic_mode_solution {x v : ℝ → ℝ} {W : ℝ} (hW : W ≠ 0)
    (hx : ∀ t, HasDerivAt x (v t) t) (hv : ∀ t, HasDerivAt v (-W ^ 2 * x t) t) (t : ℝ) :
    x t = x 0 * Real.cos (W * t) + v 0 / W * Real.sin (W * t) := by
  have hc := fun t : ℝ => ((hasDerivAt_id' t).const_mul W).cos
  have hs := fun t : ℝ => ((hasDerivAt_id' t).const_mul W).sin
  -- two conserved combinations of position and velocity
  have dA : ∀ t, HasDerivAt
      (fun τ => W * x τ * Real.cos (W * τ) - v τ * Real.sin (W * τ)) 0 t := fun t =>
    ((((hx t).const_mul W).fun_mul (hc t)).fun_sub ((hv t).fun_mul (hs t))).congr_deriv (by ring)
  have dB : ∀ t, HasDerivAt
      (fun τ => W * x τ * Real.sin (W * τ) + v τ * Real.cos (W * τ)) 0 t := fun t =>
    ((((hx t).const_mul W).fun_mul (hs t)).fun_add ((hv t).fun_mul (hc t))).congr_deriv (by ring)
  have hA := is_const_of_deriv_eq_zero (fun t => (dA t).differentiableAt) (fun t => (dA t).deriv) t 0
  have hB := is_const_of_deriv_eq_zero (fun t => (dB t).differentiableAt) (fun t => (dB t).deriv) t 0
  simp only [mul_zero, Real.cos_zero, Real.sin_zero, mul_one, sub_zero, zero_add] at hA hB
  apply mul_left_cancel₀ hW
  have e : v 0 / W * W = v 0 := div_mul_cancel₀ _ hW
  linear_combination Real.cos (W * t) * hA + Real.sin (W * t) * hB
    - W * x t * Real.sin_sq_add_cos_sq (W * t) - Real.sin (W * t) * e

/-- Second and fourth derivatives at zero of the Gaussian generating function `exp (u t² / 2)`. -/
theorem generating_derivatives (u : ℝ) :
    iteratedDeriv 2 (fun t : ℝ => Real.exp (u * (t * t) / 2)) 0 = u ∧
    iteratedDeriv 4 (fun t : ℝ => Real.exp (u * (t * t) / 2)) 0 = 3 * u ^ 2 := by
  have hg : ∀ t : ℝ, HasDerivAt (fun t : ℝ => Real.exp (u * (t * t) / 2))
      (u * t * Real.exp (u * (t * t) / 2)) t := fun t =>
    ((((hasDerivAt_id' t).fun_mul (hasDerivAt_id' t)).const_mul u).div_const 2).exp.congr_deriv
      (by ring)
  have step : ∀ P P' : ℝ → ℝ, (∀ t, HasDerivAt P (P' t) t) →
      deriv (fun t => P t * Real.exp (u * (t * t) / 2)) =
        fun t => (P' t + u * t * P t) * Real.exp (u * (t * t) / 2) := fun P P' h =>
    funext fun t => ((h t).fun_mul (hg t)).deriv.trans (by ring)
  have p1 : ∀ t : ℝ, HasDerivAt (fun t => u * t) u t := fun t =>
    ((hasDerivAt_id' t).const_mul u).congr_deriv (by ring)
  have p2 : ∀ t : ℝ, HasDerivAt (fun t => u + u * t * (u * t)) (2 * u ^ 2 * t) t := fun t =>
    (((p1 t).fun_mul (p1 t)).const_add u).congr_deriv (by ring)
  have p3 : ∀ t : ℝ, HasDerivAt (fun t => 2 * u ^ 2 * t + u * t * (u + u * t * (u * t)))
      (3 * u ^ 2 + 3 * u ^ 3 * t ^ 2) t := fun t =>
    (((hasDerivAt_id' t).const_mul (2 * u ^ 2)).fun_add ((p1 t).fun_mul (p2 t))).congr_deriv
      (by ring)
  have d1 := funext fun t => (hg t).deriv
  constructor
  · rw [iteratedDeriv_eq_iterate]
    change deriv (deriv _) 0 = _
    rw [d1, step _ _ p1]
    simp
  · rw [iteratedDeriv_eq_iterate]
    change deriv (deriv (deriv (deriv _))) 0 = _
    rw [d1, step _ _ p1, step _ _ p2, step _ _ p3]
    simp

/-- A centred Gaussian of variance `u` has finite moments, with first, second and fourth
moments `0`, `u` and `3u²`. -/
theorem gaussian_moments {X : Ω → ℝ} {u : NNReal} (h : HasLaw X (gaussianReal 0 u) μ) :
    (∀ n : ℕ, Integrable (fun ω => X ω ^ n) μ) ∧ ∫ ω, X ω ^ 1 ∂μ = 0 ∧
    ∫ ω, X ω ^ 2 ∂μ = u ∧ ∫ ω, X ω ^ 4 ∂μ = 3 * (u : ℝ) ^ 2 := by
  have h0 : (0 : ℝ) ∈ interior (integrableExpSet id (gaussianReal 0 u)) := by
    simp [integrableExpSet_id_gaussianReal]
  have tr : ∀ n : ℕ, ∫ ω, X ω ^ n ∂μ = ∫ y, y ^ n ∂(gaussianReal 0 u) := fun n => by
    rw [← h.map_eq, integral_map h.aemeasurable (continuous_pow n).aestronglyMeasurable]
  have hm : mgf id (gaussianReal 0 u) = fun t : ℝ => Real.exp (u * (t * t) / 2) := by
    rw [mgf_id_gaussianReal]
    funext t
    congr 1
    ring
  have der : ∀ n : ℕ, ∫ y, y ^ n ∂(gaussianReal 0 u) =
      iteratedDeriv n (fun t : ℝ => Real.exp (u * (t * t) / 2)) 0 := fun n => by
    rw [← hm, iteratedDeriv_mgf_zero h0]
    rfl
  refine ⟨fun n => ?_, ?_, ?_, ?_⟩
  · have hi : Integrable (fun y : ℝ => y ^ n) (gaussianReal 0 u) :=
      integrable_pow_of_mem_interior_integrableExpSet h0 n
    rw [← h.map_eq] at hi
    exact (integrable_map_measure (continuous_pow n).aestronglyMeasurable h.aemeasurable).1 hi
  · rw [tr]
    simp [integral_id_gaussianReal]
  · rw [tr, der, (generating_derivatives u).1]
  · rw [tr, der, (generating_derivatives u).2]

/-- Means of quartic and quadratic forms in two independent centred Gaussians. -/
theorem gaussian_form_means [IsProbabilityMeasure μ] {a b : Ω → ℝ} {u w : NNReal}
    (ha : HasLaw a (gaussianReal 0 u) μ) (hb : HasLaw b (gaussianReal 0 w) μ)
    (hab : IndepFun a b μ) :
    (∀ c₄ c₃ c₂ c₁ c₀ : ℝ, HasMean μ (fun ω => c₄ * a ω ^ 4 + c₃ * (a ω ^ 3 * b ω)
      + c₂ * (a ω ^ 2 * b ω ^ 2) + c₁ * (a ω * b ω ^ 3) + c₀ * b ω ^ 4)
      (3 * c₄ * u ^ 2 + c₂ * (u * w) + 3 * c₀ * w ^ 2)) ∧
    (∀ c₂ c₁ c₀ : ℝ, HasMean μ (fun ω => c₂ * a ω ^ 2 + c₁ * (a ω * b ω) + c₀ * b ω ^ 2)
      (c₂ * u + c₀ * w)) := by
  obtain ⟨ia, a1, a2, a4⟩ := gaussian_moments ha
  obtain ⟨ib, b1, b2, b4⟩ := gaussian_moments hb
  have a0 : ∫ ω, a ω ^ 0 ∂μ = 1 := by simp
  have b0 : ∫ ω, b ω ^ 0 ∂μ = 1 := by simp
  -- mixed moments factorise by independence
  have M : ∀ i j : ℕ, HasMean μ (fun ω => a ω ^ i * b ω ^ j)
      ((∫ ω, a ω ^ i ∂μ) * ∫ ω, b ω ^ j ∂μ) := fun i j => by
    have h : IndepFun (fun ω => a ω ^ i) (fun ω => b ω ^ j) μ :=
      hab.comp (φ := fun y : ℝ => y ^ i) (ψ := fun y : ℝ => y ^ j) (by fun_prop) (by fun_prop)
    exact ⟨h.integrable_mul (ia i) (ib j),
      h.integral_fun_mul_eq_mul_integral (ia i).1 (ib j).1⟩
  have L : ∀ (c : ℝ) {f g : Ω → ℝ} {I J : ℝ}, HasMean μ f I → HasMean μ g J →
      HasMean μ (fun ω => c * f ω + g ω) (c * I + J) := fun c f g I J hf hg =>
    ⟨(hf.1.const_mul c).add hg.1, by
      rw [integral_add (hf.1.const_mul c) hg.1, integral_const_mul, hf.2, hg.2]⟩
  have Z : HasMean μ (fun _ => (0 : ℝ)) 0 := ⟨integrable_const 0, by simp⟩
  constructor
  · intro c₄ c₃ c₂ c₁ c₀
    convert L c₄ (M 4 0) (L c₃ (M 3 1) (L c₂ (M 2 2) (L c₁ (M 1 3) (L c₀ (M 0 4) Z)))) using 1
    · funext ω
      ring
    · rw [a0, b0, a1, b1, a2, b2, a4, b4]
      ring
  · intro c₂ c₁ c₀
    convert L c₂ (M 2 0) (L c₁ (M 1 1) (L c₀ (M 0 2) Z)) using 1
    · funext ω
      ring
    · rw [a0, b0, a1, b1, a2, b2]
      ring

/-- Squares of linear combinations of two independent centred Gaussians are square integrable, and
for coefficients `α, β` and `γ, δ` the covariance of the squares is `2 (α γ u + β δ w)²`. -/
theorem gaussian_sq_covariance [IsProbabilityMeasure μ] {a b : Ω → ℝ} {u w : NNReal}
    (ha : HasLaw a (gaussianReal 0 u) μ) (hb : HasLaw b (gaussianReal 0 w) μ)
    (hab : IndepFun a b μ) :
    (∀ α β : ℝ, MemLp (fun ω => (α * a ω + β * b ω) ^ 2) 2 μ) ∧
    (∀ α β γ δ : ℝ, cov[fun ω => (α * a ω + β * b ω) ^ 2, fun ω => (γ * a ω + δ * b ω) ^ 2; μ]
      = 2 * (α * γ * u + β * δ * w) ^ 2) := by
  obtain ⟨Q, R⟩ := gaussian_form_means ha hb hab
  have mem : ∀ α β : ℝ, MemLp (fun ω => (α * a ω + β * b ω) ^ 2) 2 μ := fun α β => by
    have hm : AEMeasurable (fun ω => (α * a ω + β * b ω) ^ 2) μ :=
      ((ha.aemeasurable.const_mul α).add (hb.aemeasurable.const_mul β)).pow_const 2
    refine (memLp_two_iff_integrable_sq hm.aestronglyMeasurable).2 ?_
    exact (Q (α ^ 4) (4 * α ^ 3 * β) (6 * α ^ 2 * β ^ 2) (4 * α * β ^ 3) (β ^ 4)).1.congr
      (Eventually.of_forall fun ω => by beta_reduce; ring)
  refine ⟨mem, fun α β γ δ => ?_⟩
  have h1 : ∫ ω, (α * a ω + β * b ω) ^ 2 * (γ * a ω + δ * b ω) ^ 2 ∂μ =
      3 * (α * γ) ^ 2 * u ^ 2 + (α ^ 2 * δ ^ 2 + 4 * α * β * γ * δ + β ^ 2 * γ ^ 2) * (u * w)
        + 3 * (β * δ) ^ 2 * w ^ 2 :=
    (integral_congr_ae (Eventually.of_forall fun ω => by ring)).trans
      (Q ((α * γ) ^ 2) (2 * α * γ * (α * δ + β * γ))
        (α ^ 2 * δ ^ 2 + 4 * α * β * γ * δ + β ^ 2 * γ ^ 2)
        (2 * β * δ * (α * δ + β * γ)) ((β * δ) ^ 2)).2
  have h2 : ∀ α β : ℝ, ∫ ω, (α * a ω + β * b ω) ^ 2 ∂μ = α ^ 2 * u + β ^ 2 * w := fun α β =>
    (integral_congr_ae (Eventually.of_forall fun ω => by ring)).trans
      (R (α ^ 2) (2 * α * β) (β ^ 2)).2
  rw [covariance_eq_sub (mem α β) (mem γ δ)]
  simp only [Pi.mul_apply]
  rw [h1, h2, h2]
  ring

/-- The covariance of the summed squared amplitudes at two times is
`∑ s⁴ (1 + cos (2 W (t₂ - t₁)))`. -/
theorem sizeCorrelation_eq [IsProbabilityMeasure μ] {s W : ι → ℝ} {x v : ι → ℝ → Ω → ℝ}
    (h : ThermalModes μ s W x v) (hW : ∀ k, 0 < W k) (t₁ t₂ : ℝ) :
    sizeCorrelation μ x t₁ t₂ = ∑ k, s k ^ 4 * (1 + Real.cos (2 * W k * (t₂ - t₁))) := by
  have sol : ∀ k t, x k t = fun ω =>
      Real.cos (W k * t) * x k 0 ω + Real.sin (W k * t) / W k * v k 0 ω := fun k t => by
    funext ω
    have e := harmonic_mode_solution (hW k).ne' (fun τ => h.velocity k τ ω)
      (fun τ => h.force k τ ω) t
    exact e.trans (by ring)
  have hm : ∀ j, AEMeasurable (Sum.elim (fun k => x k 0) (fun k => v k 0) j) μ := by
    rintro (k | k)
    exacts [(h.position_law k).aemeasurable, (h.velocity_law k).aemeasurable]
  have C := fun k => gaussian_sq_covariance (h.position_law k) (h.velocity_law k)
    (h.indep.indepFun (i := Sum.inl k) (j := Sum.inr k) (by simp))
  have mem : ∀ t k, MemLp (fun ω => x k t ω ^ 2) 2 μ := fun t k => by
    rw [sol k t]
    exact (C k).1 _ _
  unfold sizeCorrelation
  rw [covariance_fun_sum_fun_sum (mem t₁) (mem t₂)]
  refine Finset.sum_congr rfl fun k _ => ?_
  rw [Finset.sum_eq_single k]
  · rw [sol k t₁, sol k t₂]
    refine ((C k).2 (Real.cos (W k * t₁)) (Real.sin (W k * t₁) / W k)
      (Real.cos (W k * t₂)) (Real.sin (W k * t₂) / W k)).trans ?_
    have hk := (hW k).ne'
    have hs : Real.sin (W k * t₁) / W k * (Real.sin (W k * t₂) / W k) * (s k * W k) ^ 2
        = s k ^ 2 * (Real.sin (W k * t₁) * Real.sin (W k * t₂)) := by
      field_simp
    rw [Real.coe_toNNReal _ (sq_nonneg _), Real.coe_toNNReal _ (sq_nonneg _), hs,
      show 2 * W k * (t₂ - t₁) = 2 * (W k * t₂ - W k * t₁) by ring, Real.cos_two_mul, Real.cos_sub]
    ring
  · -- different modes are independent
    intro l _ hl
    have hkl : k ≠ l := hl.symm
    have P := h.indep.indepFun_prodMk_prodMk₀ hm (Sum.inl k) (Sum.inr k) (Sum.inl l) (Sum.inr l)
      (by simp [hkl]) (by simp) (by simp) (by simp [hkl])
    have I : IndepFun (fun ω => x k t₁ ω ^ 2) (fun ω => x l t₂ ω ^ 2) μ := by
      rw [sol k t₁, sol l t₂]
      exact P.comp
        (φ := fun z : ℝ × ℝ => (Real.cos (W k * t₁) * z.1 + Real.sin (W k * t₁) / W k * z.2) ^ 2)
        (ψ := fun z : ℝ × ℝ => (Real.cos (W l * t₂) * z.1 + Real.sin (W l * t₂) / W l * z.2) ^ 2)
        (by fun_prop) (by fun_prop)
    exact I.covariance_eq_zero (mem t₁ k) (mem t₂ l)
  · simp

/-- The long-time average of `cos (c t)` is one for `c = 0` and zero otherwise. -/
theorem cos_time_average (c : ℝ) :
    Tendsto (fun T : ℝ => T⁻¹ * ∫ t in (0 : ℝ)..T, Real.cos (c * t)) atTop
      (𝓝 (if c = 0 then 1 else 0)) := by
  by_cases hc : c = 0
  · rw [if_pos hc]
    refine tendsto_const_nhds.congr' ?_
    filter_upwards [eventually_gt_atTop (0 : ℝ)] with T hT
    simp [hc, hT.ne']
  · rw [if_neg hc]
    have hb : Tendsto (fun T : ℝ => T⁻¹ * |c⁻¹|) atTop (𝓝 0) := by
      simpa using (tendsto_inv_atTop_zero (𝕜 := ℝ)).mul_const |c⁻¹|
    refine squeeze_zero_norm' ?_ hb
    filter_upwards [eventually_gt_atTop (0 : ℝ)] with T hT
    have e : ∫ t in (0 : ℝ)..T, Real.cos (c * t) = c⁻¹ * Real.sin (c * T) := by
      rw [intervalIntegral.integral_comp_mul_left (fun y => Real.cos y) hc, integral_cos]
      simp
    rw [e, Real.norm_eq_abs, abs_mul, abs_mul, abs_of_pos (inv_pos.2 hT)]
    have := mul_le_mul_of_nonneg_left (Real.abs_sin_le_one (c * T)) (abs_nonneg c⁻¹)
    rw [mul_one] at this
    exact mul_le_mul_of_nonneg_left this (inv_pos.2 hT).le

/-- For thermal modes with positive frequencies and nonzero widths `s`, and for `ν > 0`, the
long-time average of the size correlation against `cos (2 ν t)` is the line strength at `ν`, which
is positive exactly when `ν` is a mode frequency. -/
theorem size_spectrum [IsProbabilityMeasure μ] {s W : ι → ℝ} {x v : ι → ℝ → Ω → ℝ}
    (h : ThermalModes μ s W x v) (hW : ∀ k, 0 < W k) (hs : ∀ k, s k ≠ 0) {ν : ℝ} (hν : 0 < ν) :
    Tendsto (fun T : ℝ => T⁻¹ * ∫ t in (0 : ℝ)..T, sizeCorrelation μ x 0 t * Real.cos (2 * ν * t))
      atTop (𝓝 (lineStrength s W ν)) ∧ (0 < lineStrength s W ν ↔ ∃ k, W k = ν) := by
  constructor
  · -- product-to-sum formula, mode by mode
    have e : ∀ t, sizeCorrelation μ x 0 t * Real.cos (2 * ν * t) =
        ∑ k, s k ^ 4 * (Real.cos (2 * ν * t) + (1 / 2 * Real.cos (2 * (W k - ν) * t)
          + 1 / 2 * Real.cos (2 * (W k + ν) * t))) := fun t => by
      rw [sizeCorrelation_eq h hW, Finset.sum_mul]
      refine Finset.sum_congr rfl fun k _ => ?_
      rw [sub_zero, show 2 * (W k - ν) * t = 2 * W k * t - 2 * ν * t by ring,
        show 2 * (W k + ν) * t = 2 * W k * t + 2 * ν * t by ring, Real.cos_sub, Real.cos_add]
      ring
    have i : ∀ k (T : ℝ), ∫ t in (0 : ℝ)..T, s k ^ 4 * (Real.cos (2 * ν * t) +
        (1 / 2 * Real.cos (2 * (W k - ν) * t) + 1 / 2 * Real.cos (2 * (W k + ν) * t))) =
        s k ^ 4 * ((∫ t in (0 : ℝ)..T, Real.cos (2 * ν * t)) +
        (1 / 2 * (∫ t in (0 : ℝ)..T, Real.cos (2 * (W k - ν) * t)) +
          1 / 2 * ∫ t in (0 : ℝ)..T, Real.cos (2 * (W k + ν) * t))) := fun k T => by
      rw [intervalIntegral.integral_const_mul, intervalIntegral.integral_add,
        intervalIntegral.integral_add, intervalIntegral.integral_const_mul,
        intervalIntegral.integral_const_mul] <;>
      exact Continuous.intervalIntegrable (by fun_prop) _ _
    have lim := tendsto_finsetSum Finset.univ fun k _ =>
      ((cos_time_average (2 * ν)).add (((cos_time_average (2 * (W k - ν))).const_mul (1 / 2)).add
        ((cos_time_average (2 * (W k + ν))).const_mul (1 / 2)))).const_mul (s k ^ 4)
    convert lim using 1
    · funext T
      simp_rw [e]
      rw [intervalIntegral.integral_finsetSum
        (fun k _ => Continuous.intervalIntegrable (by fun_prop) _ _), Finset.mul_sum]
      refine Finset.sum_congr rfl fun k _ => ?_
      rw [i]
      ring
    · congr 1
      refine Finset.sum_congr rfl fun k _ => ?_
      have n1 : 2 * ν ≠ 0 := by positivity
      have n2 : 2 * (W k + ν) ≠ 0 := by linarith [hW k]
      rw [if_neg n1, if_neg n2]
      by_cases hk : W k = ν
      · rw [if_pos hk, if_pos (by rw [hk]; ring)]
        ring
      · rw [if_neg hk, if_neg (mul_ne_zero two_ne_zero (sub_ne_zero.2 hk))]
        ring
  · constructor
    · intro hp
      by_contra hn
      have hz : lineStrength s W ν = 0 :=
        Finset.sum_eq_zero fun k _ => if_neg fun hk => hn ⟨k, hk⟩
      exact hp.ne' hz
    · rintro ⟨k, hk⟩
      refine Finset.sum_pos' (fun l _ => ?_) ⟨k, Finset.mem_univ k, ?_⟩
      · split_ifs <;> positivity
      · rw [if_pos hk]
        have := hs k
        positivity

/-- Variances of the initial positions (left) and initial velocities (right). -/
def modeVariance (s W : ι → ℝ) : ι ⊕ ι → NNReal :=
  Sum.elim (fun k => (s k ^ 2).toNNReal) (fun k => ((s k * W k) ^ 2).toNNReal)

/-- Explicit harmonic trajectories on the product Gaussian phase space are thermal modes. -/
theorem thermalModes_witness (s W : ι → ℝ) (hW : ∀ k, 0 < W k) :
    ThermalModes (Measure.pi fun j => gaussianReal 0 (modeVariance s W j)) s W
      (fun k t ω => ω (Sum.inl k) * Real.cos (W k * t)
        + ω (Sum.inr k) / W k * Real.sin (W k * t))
      (fun k t ω => ω (Sum.inr k) * Real.cos (W k * t)
        - W k * ω (Sum.inl k) * Real.sin (W k * t)) := by
  have ev : ∀ j, HasLaw (Function.eval j) (gaussianReal 0 (modeVariance s W j))
      (Measure.pi fun j => gaussianReal 0 (modeVariance s W j)) := fun j =>
    have m := measurePreserving_eval (fun j => gaussianReal 0 (modeVariance s W j)) j
    ⟨m.measurable.aemeasurable, m.map_eq⟩
  have hc := fun k (t : ℝ) => ((hasDerivAt_id' t).const_mul (W k)).cos
  have hs := fun k (t : ℝ) => ((hasDerivAt_id' t).const_mul (W k)).sin
  refine ⟨?_, fun k => ?_, fun k => ?_, fun k t ω => ?_, fun k t ω => ?_⟩
  · have I := iIndepFun_pi (μ := fun j => gaussianReal 0 (modeVariance s W j))
      (X := fun _ (y : ℝ) => y) (fun _ => aemeasurable_id')
    convert I using 1
    funext j ω
    cases j <;> simp
  · convert ev (Sum.inl k) using 1
    · funext ω
      simp [Function.eval]
    · rfl
  · convert ev (Sum.inr k) using 1
    · funext ω
      simp [Function.eval]
    · rfl
  · have d : ω (Sum.inr k) / W k * W k = ω (Sum.inr k) := div_mul_cancel₀ _ (hW k).ne'
    exact (((hc k t).const_mul _).fun_add ((hs k t).const_mul _)).congr_deriv
      (by linear_combination Real.cos (W k * t) * d)
  · have d : ω (Sum.inr k) / W k * W k = ω (Sum.inr k) := div_mul_cancel₀ _ (hW k).ne'
    exact (((hc k t).const_mul _).fun_sub ((hs k t).const_mul _)).congr_deriv
      (by linear_combination W k * Real.sin (W k * t) * d)

end

end RingPolymerSizeCorrelation
```

```lean
#print axioms RingPolymerSizeCorrelation.size_spectrum
-- 'RingPolymerSizeCorrelation.size_spectrum' depends on axioms: [propext, Classical.choice, Quot.sound]
```

## How the proof follows the calculation

`harmonic_mode_solution` proves that \(A\) and \(B\) are constant, then recovers \(x\) with `linear_combination`. `generating_derivatives` differentiates the generating function, and `gaussian_moments` transfers the moments to random variables.

In `gaussian_form_means`, independence factorises the mixed moments; `HasMean` keeps integrability and the mean together. `gaussian_sq_covariance` expands the squares and proves the square integrability needed for covariance.

`sizeCorrelation_eq` expands the covariance into a double sum. `Finset.sum_eq_single` keeps the diagonal, with independence of the position–velocity pairs removing the rest.

`cos_time_average` bounds the integrated cosine, and `size_spectrum` applies it after the product-to-sum step. Finally, `thermalModes_witness` constructs explicit trajectories on a product Gaussian space, with variances from `modeVariance`, satisfying every condition in `ThermalModes`.
